# A real oscillator solution at energy ħω/2 that decays to the right is a multiple of the Gaussian

## Substitution alone does not rule out a second decaying solution

Substituting $e^{-x^2/2}$ into the oscillator equation shows that it is a solution at energy $1/2$, with $x$ in units of $\sqrt{\hbar/(m\omega)}$ and energy in units of $\hbar\omega$. That check leaves a gap. The equation is of second order, so at the same energy there is a second, linearly independent solution. If that one also decayed, the level would carry two independent decaying states, and the substitution would give no sign of it.

The gap closes once the second solution is written down. It is the Gaussian times a growing integral, and it diverges as $x\to+\infty$. Any solution that contains a nonzero amount of it diverges too.

## The equation and its two solutions

Take $\hbar=m=\omega=1$, so that lengths are measured in $\sqrt{\hbar/(m\omega)}$. A real function $\psi$ on the whole line solves the oscillator equation at energy $E$ if
$$-\tfrac12\psi''(x)+\tfrac12x^2\psi(x)=E\,\psi(x)\qquad\text{for all }x.$$
Define
$$g(x)=e^{-x^2/2},\qquad I(x)=\int_0^x e^{t^2}\,dt,\qquad v(x)=g(x)\,I(x).$$
The Gaussian $g$ is unnormalised; the normalised state is $\pi^{-1/4}g$.

The results are these:

- Both $g$ and $v$ solve the equation at $E=1/2$.
- Every solution at $E=1/2$ is $\psi=\psi(0)\,g+\psi'(0)\,v$.
- For $x\ge0$ we have $v(x)\ge x/2$, hence $v(x)\to+\infty$ as $x\to+\infty$.
- A solution at $E=1/2$ that stays bounded towards $+\infty$ equals $\psi(0)\,g$.
- A solution at $E=1/2$ tends to $0$ at $+\infty$ if and only if it is a multiple of $g$.

The condition is imposed at one end only. At $E=1/2$, decay on the right already fixes the function everywhere up to a constant factor, and it implies decay on the left, because the Gaussian decays on both sides.

## Checking both solutions

At $E=1/2$ the equation is equivalent to $\psi''=(x^2-1)\psi$. For the Gaussian, $g'=-xg$, and so
$$g''=-g-xg'=(x^2-1)g.$$

For $v$, the product rule and $I'=e^{x^2}$ give
$$v'=-xv+g\,e^{x^2}=-xv+e^{x^2/2}.$$
Differentiating again,
$$v''=-v-xv'+x\,e^{x^2/2}=-v+x^2v-x\,e^{x^2/2}+x\,e^{x^2/2}=(x^2-1)v.$$

## The general solution from the Wronskian

Let $\psi$ be any solution at $E=1/2$. Its Wronskian with the Gaussian is
$$W=g\psi'-g'\psi=g\,(\psi'+x\psi).$$
Its derivative vanishes:
$$W'=-xg(\psi'+x\psi)+g(\psi''+\psi+x\psi')=g\,\bigl(\psi''-(x^2-1)\psi\bigr)=0.$$
Since $g(0)=1$, the constant is $W=\psi'(0)$. Dividing by $g$ leaves a first-order equation,
$$\psi'+x\psi=\psi'(0)\,e^{x^2/2}.$$
Multiplying by $e^{x^2/2}$ turns the left side into a derivative:
$$\bigl(e^{x^2/2}\psi\bigr)'=\psi'(0)\,e^{x^2}.$$
Integration from $0$ to $x$ gives $e^{x^2/2}\psi(x)=\psi(0)+\psi'(0)\,I(x)$, and multiplication by $g$ gives
$$\psi(x)=\psi(0)\,g(x)+\psi'(0)\,v(x).$$

## Divergence of the second solution

In $v=gI$ one factor tends to zero and the other to infinity, so the limit needs an estimate. Compare $I$ with $\tfrac x2e^{x^2/2}$ through the difference
$$D(x)=I(x)-\tfrac x2\,e^{x^2/2},\qquad D'(x)=e^{x^2}-\Bigl(\tfrac12+\tfrac{x^2}2\Bigr)e^{x^2/2}.$$
From $e^s\ge1+s$ with $s=x^2/2$ we get $e^{x^2/2}\ge\tfrac12+\tfrac{x^2}{2}$, so $D'\ge0$. Since $D(0)=0$, it follows that $D(x)\ge0$ for $x\ge0$. Multiplying by $g(x)$ yields
$$v(x)\ge\frac x2\qquad(x\ge0).$$
The bound is crude, but it suffices for divergence.

## Boundedness removes the second solution

Suppose $|\psi(x)|\le C$ for all sufficiently large $x$. For such $x\ge 0$, the general solution and $0<g\le1$ give
$$|\psi'(0)|\,v(x)=|\psi(x)-\psi(0)g(x)|\le C+|\psi(0)|.$$
The right side is fixed while $v(x)\to+\infty$, so $\psi'(0)=0$ and $\psi=\psi(0)\,g$.

A solution that tends to $0$ at $+\infty$ eventually satisfies $|\psi|\le1$, so it is a multiple of $g$. Conversely, $g(x)\to0$, so every multiple of $g$ tends to $0$.

For this one-dimensional harmonic potential at exactly $E=1/2$, the result bears on shooting methods: an error $\varepsilon$ in the slope at the origin adds $\varepsilon v$ to the exact solution, and that term grows without bound.

## How the Lean statements express the physics

`SolvesOscillator E ψ` says that there are functions `ψ'` and `ψ''` which are the first and second derivatives of `ψ` at every real point, and that the equation holds everywhere. The potential $x^2/2$ and the units are built into this definition. It contains no boundary condition and no normalisation, so the zero function qualifies, as the multiple with $c=0$.

The functions $g$, $I$ and $v$ are `groundState`, `growthIntegral` and `secondSolution`. The integral is oriented, so it is negative for $x<0$. The slope $\psi'(0)$ appears as `deriv ψ 0`.

The hypothesis `∀ᶠ x in atTop, |ψ x| ≤ C` means that the bound holds from some point onwards. `Tendsto ψ atTop (𝓝 0)` is decay at $+\infty$, and `Tendsto secondSolution atTop atTop` is divergence to $+\infty$.

The theorems concern real functions at the single energy $1/2$. They do not determine the spectrum or show that $1/2$ is its lowest point, and their conditions at infinity are pointwise; square integrability is not used.

## The complete Lean file

```lean
import Mathlib

open Filter Topology

namespace OscillatorSecondSolution

/-- The real function `ψ` solves the stationary oscillator equation
`-ψ''/2 + x² ψ/2 = E ψ` on the whole line (units with ħ = m = ω = 1). -/
def SolvesOscillator (E : ℝ) (ψ : ℝ → ℝ) : Prop :=
  ∃ ψ' ψ'' : ℝ → ℝ, (∀ x, HasDerivAt ψ (ψ' x) x) ∧ (∀ x, HasDerivAt ψ' (ψ'' x) x) ∧
    ∀ x, -ψ'' x / 2 + x ^ 2 / 2 * ψ x = E * ψ x

/-- The unnormalised Gaussian `exp(-x²/2)`. -/
noncomputable def groundState (x : ℝ) : ℝ := Real.exp (-x ^ 2 / 2)

/-- The integral of `exp(t²)` from `0` to `x`. -/
noncomputable def growthIntegral (x : ℝ) : ℝ := ∫ t in (0 : ℝ)..x, Real.exp (t ^ 2)

/-- The Gaussian `exp(-x²/2)` times the oriented integral of `exp(t²)` from `0` to `x`. -/
noncomputable def secondSolution (x : ℝ) : ℝ := groundState x * growthIntegral x

private lemma hasDerivAt_sq (x : ℝ) : HasDerivAt (fun y : ℝ => y ^ 2) (2 * x) x := by
  simpa using hasDerivAt_pow 2 x

private lemma hasDerivAt_expSq (x : ℝ) :
    HasDerivAt (fun y : ℝ => Real.exp (y ^ 2)) (2 * x * Real.exp (x ^ 2)) x :=
  (hasDerivAt_sq x).exp.congr_deriv (by ring)

private lemma hasDerivAt_ground (x : ℝ) : HasDerivAt groundState (-x * groundState x) x := by
  have h : HasDerivAt (fun y : ℝ => -y ^ 2 / 2) (-x) x :=
    ((hasDerivAt_sq x).fun_neg.div_const 2).congr_deriv (by ring)
  exact h.exp.congr_deriv (by simp only [groundState]; ring)

private lemma hasDerivAt_growth (x : ℝ) :
    HasDerivAt growthIntegral (Real.exp (x ^ 2)) x := by
  have hc : Continuous (fun t : ℝ => Real.exp (t ^ 2)) := by fun_prop
  exact (hc.integral_hasStrictDerivAt 0 x).hasDerivAt

private lemma ground_pos (x : ℝ) : 0 < groundState x := Real.exp_pos _

private lemma ground_zero : groundState 0 = 1 := by simp [groundState]

private lemma growth_zero : growthIntegral 0 = 0 := by simp [growthIntegral]

private lemma expSq_mul_ground (x : ℝ) :
    Real.exp (x ^ 2) * groundState x * groundState x = 1 := by
  rw [groundState, ← Real.exp_add, ← Real.exp_add,
    show x ^ 2 + -x ^ 2 / 2 + -x ^ 2 / 2 = 0 by ring, Real.exp_zero]

/-- The Gaussian `exp(-x²/2)` solves the oscillator equation at energy `1/2`. -/
theorem groundState_solves : SolvesOscillator (1 / 2) groundState := by
  refine ⟨fun x => -x * groundState x, fun x => (x ^ 2 - 1) * groundState x,
    hasDerivAt_ground, fun x => ?_, fun x => by ring⟩
  exact ((hasDerivAt_id' x).fun_neg.fun_mul (hasDerivAt_ground x)).congr_deriv (by ring)

/-- The second solution also solves the oscillator equation at energy `1/2`. -/
theorem secondSolution_solves : SolvesOscillator (1 / 2) secondSolution := by
  have hv : ∀ x, HasDerivAt secondSolution
      (-x * secondSolution x + groundState x * Real.exp (x ^ 2)) x := fun x =>
    ((hasDerivAt_ground x).fun_mul (hasDerivAt_growth x)).congr_deriv
      (by simp only [secondSolution]; ring)
  refine ⟨fun x => -x * secondSolution x + groundState x * Real.exp (x ^ 2),
    fun x => (x ^ 2 - 1) * secondSolution x, hv, fun x => ?_, fun x => by ring⟩
  exact (((hasDerivAt_id' x).fun_neg.fun_mul (hv x)).fun_add
    ((hasDerivAt_ground x).fun_mul (hasDerivAt_expSq x))).congr_deriv (by ring)

/-- Every solution at energy `1/2` is the combination of the Gaussian and the second solution
whose coefficients are its value and its slope at the origin. -/
theorem general_solution {ψ : ℝ → ℝ} (h : SolvesOscillator (1 / 2) ψ) (x : ℝ) :
    ψ x = ψ 0 * groundState x + deriv ψ 0 * secondSolution x := by
  obtain ⟨φ, χ, h1, h2, h3⟩ := h
  -- The Wronskian with the Gaussian is constant.
  have hw : ∀ x, HasDerivAt (fun y => groundState y * (φ y + y * ψ y)) 0 x := fun x =>
    ((hasDerivAt_ground x).fun_mul
      ((h2 x).fun_add ((hasDerivAt_id' x).fun_mul (h1 x)))).congr_deriv
      (by linear_combination (-2 * groundState x) * h3 x)
  have hc : ∀ x, groundState x * (φ x + x * ψ x) = φ 0 := fun x => by
    have e := is_const_of_deriv_eq_zero (fun y => (hw y).differentiableAt)
      (fun y => (hw y).deriv) x 0
    simp only [ground_zero] at e
    linarith
  -- Integrate the remaining first-order equation.
  have hq : ∀ x, HasDerivAt (fun y => Real.exp (y ^ 2) * groundState y * ψ y
      - φ 0 * growthIntegral y) 0 x := fun x =>
    ((((hasDerivAt_expSq x).fun_mul (hasDerivAt_ground x)).fun_mul (h1 x)).fun_sub
      ((hasDerivAt_growth x).const_mul (φ 0))).congr_deriv
      (by linear_combination Real.exp (x ^ 2) * hc x)
  have e : Real.exp (x ^ 2) * groundState x * ψ x - φ 0 * growthIntegral x = ψ 0 := by
    have e := is_const_of_deriv_eq_zero (fun y => (hq y).differentiableAt)
      (fun y => (hq y).deriv) x 0
    have e0 : Real.exp ((0 : ℝ) ^ 2) = 1 := by simp
    simp only [ground_zero, growth_zero, e0] at e
    linarith
  rw [(h1 0).deriv, secondSolution]
  linear_combination groundState x * e - ψ x * expSq_mul_ground x

/-- On the right half-line the second solution is at least `x/2`. -/
theorem half_le_secondSolution {x : ℝ} (hx : 0 ≤ x) : x / 2 ≤ secondSolution x := by
  have hb : ∀ y : ℝ, groundState y * (1 / 2 + y ^ 2 / 2) ≤ 1 := fun y => by
    have a := Real.add_one_le_exp (y ^ 2 / 2)
    calc groundState y * (1 / 2 + y ^ 2 / 2) ≤ groundState y * Real.exp (y ^ 2 / 2) :=
          mul_le_mul_of_nonneg_left (by linarith) (ground_pos y).le
      _ = 1 := by
          rw [groundState, ← Real.exp_add, show -y ^ 2 / 2 + y ^ 2 / 2 = 0 by ring,
            Real.exp_zero]
  -- The integral grows at least as fast as `(y/2) exp(y²/2)`.
  have hd : ∀ y, HasDerivAt (fun y => growthIntegral y
      - y / 2 * (Real.exp (y ^ 2) * groundState y))
      (Real.exp (y ^ 2) * (1 - groundState y * (1 / 2 + y ^ 2 / 2))) y := fun y =>
    ((hasDerivAt_growth y).fun_sub (((hasDerivAt_id' y).div_const 2).fun_mul
      ((hasDerivAt_expSq y).fun_mul (hasDerivAt_ground y)))).congr_deriv (by ring)
  have hm := monotone_of_deriv_nonneg (fun y => (hd y).differentiableAt) (fun y => by
    rw [(hd y).deriv]
    exact mul_nonneg (Real.exp_pos _).le (by linarith [hb y]))
  have k := hm hx
  simp only [growth_zero, zero_div, zero_mul, sub_zero] at k
  calc x / 2 = groundState x * (x / 2 * (Real.exp (x ^ 2) * groundState x)) := by
        linear_combination (-(x / 2)) * expSq_mul_ground x
    _ ≤ groundState x * growthIntegral x :=
        mul_le_mul_of_nonneg_left (by linarith) (ground_pos x).le

/-- The second solution tends to plus infinity as `x` does. -/
theorem secondSolution_tendsto : Tendsto secondSolution atTop atTop := by
  have h : Tendsto (fun x : ℝ => x / 2) atTop atTop :=
    tendsto_id.atTop_div_const (by norm_num)
  exact tendsto_atTop_mono' atTop
    ((eventually_ge_atTop (0 : ℝ)).mono fun x hx => half_le_secondSolution hx) h

/-- A solution at energy `1/2` that stays bounded towards plus infinity is its value at the
origin times the Gaussian. -/
theorem eq_groundState_of_bounded {ψ : ℝ → ℝ} (h : SolvesOscillator (1 / 2) ψ) {C : ℝ}
    (hC : ∀ᶠ x in atTop, |ψ x| ≤ C) (x : ℝ) : ψ x = ψ 0 * groundState x := by
  have hb : deriv ψ 0 = 0 := by
    by_contra hne
    have hpos : 0 < |deriv ψ 0| := abs_pos.mpr hne
    -- Far out, the growing part would exceed the bound.
    obtain ⟨y, hy1, hy2⟩ := (hC.and (secondSolution_tendsto.eventually_gt_atTop
      ((C + |ψ 0|) / |deriv ψ 0|))).exists
    rw [div_lt_iff₀ hpos] at hy2
    have hg : groundState y ≤ 1 := by
      rw [groundState, Real.exp_le_one_iff]
      nlinarith [sq_nonneg y]
    have h1 : |ψ 0 * groundState y| ≤ |ψ 0| := by
      rw [abs_mul, abs_of_pos (ground_pos y)]
      exact mul_le_of_le_one_right (abs_nonneg _) hg
    have h2 : secondSolution y * |deriv ψ 0| ≤ |ψ y - ψ 0 * groundState y| := by
      rw [show ψ y - ψ 0 * groundState y = secondSolution y * deriv ψ 0 by
        linear_combination general_solution h y, abs_mul]
      exact mul_le_mul_of_nonneg_right (le_abs_self _) hpos.le
    have h3 := abs_sub (ψ y) (ψ 0 * groundState y)
    have h4 : |ψ y - ψ 0 * groundState y| ≤ |ψ y| + |ψ 0 * groundState y| := by
      simpa [sub_eq_add_neg] using abs_add_le (ψ y) (-(ψ 0 * groundState y))
    linarith
  rw [general_solution h x, hb, zero_mul, add_zero]

/-- A real solution at energy `1/2` tends to zero at plus infinity exactly when it is a
multiple of the Gaussian `exp(-x²/2)`. -/
theorem decays_iff_multiple_groundState {ψ : ℝ → ℝ} (h : SolvesOscillator (1 / 2) ψ) :
    Tendsto ψ atTop (𝓝 0) ↔ ∃ c : ℝ, ∀ x, ψ x = c * groundState x := by
  constructor
  · intro ht
    exact ⟨ψ 0, eq_groundState_of_bounded h
      (ht.abs.eventually_le_const (by simp : |(0 : ℝ)| < 1))⟩
  · rintro ⟨c, hc⟩
    have hs : Tendsto (fun x : ℝ => x ^ 2 / 2) atTop atTop :=
      (tendsto_pow_atTop two_ne_zero).atTop_div_const two_pos
    have hg : Tendsto groundState atTop (𝓝 0) :=
      (Real.tendsto_exp_neg_atTop_nhds_zero.comp hs).congr fun x => by
        simp [groundState, neg_div]
    rw [funext hc]
    simpa using hg.const_mul c

end OscillatorSecondSolution
```

```lean
#print axioms OscillatorSecondSolution.groundState_solves
#print axioms OscillatorSecondSolution.secondSolution_solves
#print axioms OscillatorSecondSolution.decays_iff_multiple_groundState
```

```
'OscillatorSecondSolution.groundState_solves' depends on axioms: [propext, Classical.choice, Quot.sound]
'OscillatorSecondSolution.secondSolution_solves' depends on axioms: [propext, Classical.choice, Quot.sound]
'OscillatorSecondSolution.decays_iff_multiple_groundState' depends on axioms: [propext, Classical.choice, Quot.sound]
```

## Derivatives and one exponential identity

The private lemmas supply the calculus. `hasDerivAt_sq`, `hasDerivAt_expSq` and `hasDerivAt_ground` differentiate $x^2$, $e^{x^2}$ and $g$. `hasDerivAt_growth` is the fundamental theorem of calculus applied to the continuous integrand $e^{t^2}$. `ground_pos`, `ground_zero` and `growth_zero` record $g>0$, $g(0)=1$ and $I(0)=0$.

Where the derivation writes $e^{x^2/2}$, the code mostly writes the product $e^{x^2}g(x)$. The lemma `expSq_mul_ground`, which states $e^{x^2}g(x)^2=1$, then converts between the forms, and the remaining algebra is polynomial in the exponentials.

`groundState_solves` and `secondSolution_solves` provide the first and second derivatives explicitly. In both cases the second derivative is $(x^2-1)$ times the function. The product rule produces a derivative in some form, `congr_deriv` replaces it by the desired expression, and `ring` checks that the two agree.

## Two constants of integration

In `general_solution`, the given derivatives of `ψ` are called `φ` and `χ`. The step `hw` shows that the Wronskian has derivative zero; its `linear_combination` inserts the oscillator equation `h3`, multiplied by $-2g$. The step `hc` uses `is_const_of_deriv_eq_zero` to identify the constant as `φ 0`.

The step `hq` carries out the second integration. It shows that $e^{x^2}g\psi-\psi'(0)I$ has derivative zero, and evaluation at the origin gives the constant $\psi(0)$. The last line multiplies by $g$ and uses the exponential identity to isolate $\psi(x)$.

## The lower bound and the limit

In `half_le_secondSolution`, `hb` is the inequality $g(y)(\tfrac12+\tfrac{y^2}{2})\le1$, obtained from `Real.add_one_le_exp`. The step `hd` computes $D'$ in the factored form
$$e^{y^2}\Bigl(1-g(y)\bigl(\tfrac12+\tfrac{y^2}2\bigr)\Bigr),$$
whose sign can be read from `hb`. `monotone_of_deriv_nonneg` makes $D$ monotone, and applying this to $0\le x$ gives $D(x)\ge0$. The closing `calc` multiplies by $g(x)$.

`secondSolution_tendsto` then compares $v$ with $x/2$, which tends to $+\infty$; the comparison is needed only for $x\ge0$.

## From a bound to the equivalence

`eq_groundState_of_bounded` assumes $\psi'(0)\ne0$ and picks one point $y$ at which both $|\psi(y)|\le C$ and
$$v(y)>\frac{C+|\psi(0)|}{|\psi'(0)|}.$$
Such a point exists because both conditions hold for all large $y$. The inequalities `h1` and `h2` bound the Gaussian part from above and the size of the growing part from below. With the triangle inequality `h4`, `linarith` reaches a contradiction. Once the slope is known to vanish, `general_solution` reduces to $\psi=\psi(0)g$.

In `decays_iff_multiple_groundState`, the forward direction turns the limit $0$ into the eventual bound $|\psi|\le1$ and applies the previous theorem, with $c=\psi(0)$. The reverse direction composes $e^{-s}\to0$ with $s=x^2/2\to+\infty$ and multiplies the resulting limit by $c$.
